# Hückel cyclobutadiene is destabilised relative to butadiene but not relative to ethene

## A reference that misses antiaromaticity

Suppose the aromatic stabilisation of a ring is measured against isolated double bonds. In Hückel theory, square cyclobutadiene then comes out neither stabilised nor destabilised, and benzene is credited with 2 units of energy, part of which any open conjugated chain would also gain. Taking butadiene as the reference counts that ordinary conjugation on both sides. Benzene keeps a smaller stabilisation, and cyclobutadiene becomes destabilised.

The comparison uses two processes for each ring. In the first, the ring's π system is separated into ethene π bonds. In the second, the ring reacts with ethene to give butadiene:

benzene + 3 ethene → 3 butadiene

cyclobutadiene + 2 ethene → 2 butadiene

The cost is the π energy of the products minus that of the reactants, so a positive cost means that the ring is stabilised relative to the reference.

## Electrons on a Hückel lattice

Each carbon is one site with energy 0, and neighbouring sites are coupled by the hopping −1. In textbook notation α = 0 and β = −1, so energies are in units of |β|. The matrix H collects these numbers. Acting on an orbital, it gives at each site minus the sum of the neighbouring coefficients.

A neutral system has one π electron per site. Its state enters through the spin-summed density matrix D, which can be taken as real because H is real. It is symmetric, has occupations between 0 and 2, and has trace n, the number of sites. The energy is tr(DH), and the π energy E is its infimum over all such D. Singly occupied orbitals are allowed. The cyclobutadiene state used below has two of them, although placing both electrons in one of its two degenerate orbitals gives the same energy in this model.

## Filling the lowest orbitals

Let v_k be orthogonal orbitals, as many as there are sites, with H v_k = ε_k v_k and squared norms N_k = v_k·v_k. The occupation of orbital k in the state D is

d_k = v_k·D v_k / N_k, with 0 ≤ d_k ≤ 2.

Because the orbitals are complete,

∑ d_k = tr D = n and tr(DH) = ∑ ε_k d_k.

Now choose occupations f_k between 0 and 2 with sum n, equal to 2 below some level μ and 0 above it. Since d and f have the same sum,

tr(DH) − ∑ ε_k f_k = ∑ (ε_k − μ)(d_k − f_k).

Below μ both factors are at most zero, above μ both are at least zero, and at μ the first vanishes. The right side is therefore nonnegative. The density ∑ (f_k/N_k) v_k v_kᵀ has occupations f_k and attains the bound, so E = ∑ ε_k f_k.

## Four π energies

**Ethene.** The orbitals (1, 1) and (1, −1) have energies −1 and 1. Two electrons in the lower one give E = −2.

**Butadiene.** Let g = (1 + √5)/2, so that g² = g + 1 and 1/g = g − 1. For (1, g, g, 1), H gives −g at the first site and −(1 + g) = −g² at the second, so the energy is −g. For (g, 1, −1, −g) it gives −1 and 1 − g, so the energy is −1/g = 1 − g. The other two orbitals, (g, −1, −1, g) and (1, −g, g, −1), have energies g − 1 and g. Hence

E = 2(−g) + 2(1 − g) = 2 − 4g = −2√5.

All four squared norms are 2g + 4, so the normalised coefficients have magnitudes of about 0.372 and 0.602.

**Cyclobutadiene.** The orbitals (1, 1, 1, 1), (1, 0, −1, 0), (0, 1, 0, −1) and (1, −1, 1, −1) have energies −2, 0, 0, 2. Occupations 2, 1, 1, 0 give E = −4.

**Benzene.** The orbital (1, 1, 1, 1, 1, 1) has energy −2. The pair (2, 1, −1, −2, −1, 1) and (0, 1, 1, 0, −1, −1) has energy −1. The remaining three have energies 1, 1, 2. Six electrons give E = 2(−2) + 4(−1) = −8.

## The costs and their difference

With ethene as reference:

benzene: 3(−2) − (−8) = 2

cyclobutadiene: 2(−2) − (−4) = 0

With butadiene as reference:

benzene: 3(−2√5) − (−8 − 6) = 14 − 6√5 ≈ 0.58

cyclobutadiene: 2(−2√5) − (−4 − 4) = 8 − 4√5 ≈ −0.94

The signs follow from 14² = 196 > 180 = (6√5)² and 8² = 64 < 80 = (4√5)².

For a system compared with m ethenes, its own energy drops out of the difference between the two costs:

ethene cost − butadiene cost = m(2E(ethene) − E(butadiene)) = m(2√5 − 4).

The bracket 2√5 − 4 ≈ 0.47 is the energy that one butadiene gains by conjugating its two double bonds.

## From total energies to the same difference

In an electronic-structure calculation, the butadiene reference is evaluated from three total energies at one level of theory, as 3E_tot(butadiene) − E_tot(benzene) − 3E_tot(ethene). The ethene reference corresponds to

benzene + 6 CH₄ → 3 C₂H₄ + 3 C₂H₆,

where methane and ethane contribute no π sites. Subtracting the butadiene-reference reaction, benzene + 3 ethene → 3 butadiene, from this one leaves three times

butadiene + 2 CH₄ → 2 C₂H₄ + C₂H₆.

The choice of reference thus shifts the result by three butadiene bond separation energies. The non-interacting Hückel model with equal hoppings gives the π part of that shift as 3(2√5 − 4). Reading a π cost as a reaction energy further assumes that all other contributions, including σ bonds, geometry changes and electron repulsion, cancel between the two sides.

## The statement in Lean

`IsDensity` encodes the three conditions on D, with the occupation bounds written as 0 ≤ x·Dx ≤ 2 x·x for every real vector x. `energies H` is the set of values tr(DH), and `piEnergy H` is its infimum. The four molecules are explicit matrices, with all bonds in butadiene equal and cyclobutadiene square.

`etheneCost H m` and `butadieneCost H m` are the two costs. `aromaticity_references` states the four values and the two signs, and `reference_shift` states the difference for any real square matrix `H` and any natural number `m`.

Nothing in these definitions ties `m` to the size of `H`, and this is where a wrong number slips in easily. The expression `butadieneCost benzene 2` is accepted by Lean, but it compares ten sites with eight. The reaction balances only when `H` has 2m sites.

In `aufbau`, the orbitals are the rows of `V`, whereas coefficient matrices usually hold them in columns. The letter `N` denotes squared norms, not electron numbers, and `n` is the type that labels the sites; their number, called n in the derivation above, is `Fintype.card n`.

```lean
import Mathlib

open Matrix

namespace AromaticityReference

noncomputable section

variable {n : Type*} [Fintype n] [DecidableEq n]

/-- Spin-summed one-particle density matrices of a neutral pi system: symmetric, with
occupations between 0 and 2, and one electron per site. -/
def IsDensity (D : Matrix n n ℝ) : Prop :=
  D.IsSymm ∧ (∀ x : n → ℝ, 0 ≤ x ⬝ᵥ D *ᵥ x ∧ x ⬝ᵥ D *ᵥ x ≤ 2 * (x ⬝ᵥ x)) ∧
    D.trace = (Fintype.card n : ℝ)

/-- The energies tr(DH) that the neutral pi system with Hueckel matrix `H` can take. -/
def energies (H : Matrix n n ℝ) : Set ℝ :=
  {E | ∃ D : Matrix n n ℝ, IsDensity D ∧ E = (D * H).trace}

/-- The pi energy: the infimum of the energies of the neutral system. -/
def piEnergy (H : Matrix n n ℝ) : ℝ := sInf (energies H)

/-- Hueckel matrix of ethene. -/
def ethene : Matrix (Fin 2) (Fin 2) ℝ := !![0, -1; -1, 0]

/-- Hueckel matrix of butadiene, an open chain of four sites with equal hoppings. -/
def butadiene : Matrix (Fin 4) (Fin 4) ℝ :=
  !![0, -1, 0, 0; -1, 0, -1, 0; 0, -1, 0, -1; 0, 0, -1, 0]

/-- Hueckel matrix of square cyclobutadiene. -/
def cyclobutadiene : Matrix (Fin 4) (Fin 4) ℝ :=
  !![0, -1, 0, -1; -1, 0, -1, 0; 0, -1, 0, -1; -1, 0, -1, 0]

/-- Hueckel matrix of benzene. -/
def benzene : Matrix (Fin 6) (Fin 6) ℝ :=
  !![0, -1, 0, 0, 0, -1; -1, 0, -1, 0, 0, 0; 0, -1, 0, -1, 0, 0;
     0, 0, -1, 0, -1, 0; 0, 0, 0, -1, 0, -1; -1, 0, 0, 0, -1, 0]

/-- Pi energy cost of turning the system `H` into `m` ethenes. -/
def etheneCost (H : Matrix n n ℝ) (m : ℕ) : ℝ := m * piEnergy ethene - piEnergy H

/-- Pi energy cost of turning the system `H` plus `m` ethenes into `m` butadienes. -/
def butadieneCost (H : Matrix n n ℝ) (m : ℕ) : ℝ :=
  m * piEnergy butadiene - (piEnergy H + m * piEnergy ethene)

/-- The trace of `D` against an operator built from the orbitals (rows of `V`) with weights `c` is
the weighted sum of the values `V k ⬝ᵥ D *ᵥ V k`; the orbitals need not be normalised. -/
theorem trace_orbitals (D V : Matrix n n ℝ) (c : n → ℝ) :
    (D * (Vᵀ * diagonal c * V)).trace = ∑ k, c k * (V k ⬝ᵥ D *ᵥ V k) := by
  have h : (D * (Vᵀ * diagonal c * V)).trace = ((V * D * Vᵀ) * diagonal c).trace := by
    rw [← Matrix.mul_assoc, Matrix.trace_mul_comm]
    simp only [Matrix.mul_assoc]
  rw [h]
  simp only [Matrix.trace, Matrix.diag_apply, Matrix.mul_diagonal]
  refine Finset.sum_congr rfl fun k _ => ?_
  have hk : (V * D * Vᵀ) k k = V k ⬝ᵥ D *ᵥ V k := by
    rw [Matrix.mul_assoc]
    rfl
  rw [hk]
  ring

/-- The quadratic form at `x` of an operator built from the rows of `V` with weights `c` is the
weighted sum of squared overlaps with the orbitals. -/
theorem quadratic_orbitals (V : Matrix n n ℝ) (c x : n → ℝ) :
    x ⬝ᵥ (Vᵀ * diagonal c * V) *ᵥ x = ∑ k, c k * ((V *ᵥ x) k) ^ 2 := by
  rw [← Matrix.mulVec_mulVec, ← Matrix.mulVec_mulVec, Matrix.dotProduct_mulVec,
    Matrix.vecMul_transpose]
  simp only [dotProduct, Matrix.mulVec_diagonal]
  exact Finset.sum_congr rfl fun k _ => by ring

/-- Aufbau principle: let the rows of `V` be orthogonal nonzero orbitals with energies `ε`. If
occupations `f` between 0 and 2 hold one electron per site, are 2 below a level `μ` and 0 above
it, then the lowest energy of the neutral system is the sum of `f k * ε k`. -/
theorem aufbau (V H : Matrix n n ℝ) (N ε f : n → ℝ) (μ : ℝ) (hN : ∀ k, 0 < N k)
    (hV : V * Vᵀ = diagonal N) (hH : V * H = diagonal ε * V)
    (hf : ∀ k, (0 ≤ f k ∧ f k ≤ 2) ∧ (ε k < μ → f k = 2) ∧ (μ < ε k → f k = 0))
    (hsum : ∑ k, f k = (Fintype.card n : ℝ)) :
    IsLeast (energies H) (∑ k, f k * ε k) := by
  -- completeness of the orbitals
  have h1 : Vᵀ * diagonal (fun k => (N k)⁻¹) * V = 1 := by
    rw [mul_eq_one_comm, ← Matrix.mul_assoc, hV, diagonal_mul_diagonal, ← diagonal_one]
    congr 1
    funext k
    exact mul_inv_cancel₀ (hN k).ne'
  have hrow : ∀ k, V k ⬝ᵥ V k = N k := fun k => by
    have h := congrFun (congrFun hV k) k
    rw [diagonal_apply_eq] at h
    exact h
  constructor
  · -- the aufbau density attains the value
    refine ⟨Vᵀ * diagonal (fun k => f k / N k) * V, ⟨?_, fun x => ?_, ?_⟩, ?_⟩
    · simp [Matrix.IsSymm, Matrix.transpose_mul, Matrix.mul_assoc]
    · have hx := quadratic_orbitals V (fun k => (N k)⁻¹) x
      rw [h1, Matrix.one_mulVec] at hx
      rw [quadratic_orbitals, hx, Finset.mul_sum]
      refine ⟨Finset.sum_nonneg fun k _ =>
        mul_nonneg (div_nonneg (hf k).1.1 (hN k).le) (sq_nonneg _),
        Finset.sum_le_sum fun k _ => ?_⟩
      rw [div_eq_mul_inv, mul_assoc]
      exact mul_le_mul_of_nonneg_right (hf k).1.2
        (mul_nonneg (inv_nonneg.2 (hN k).le) (sq_nonneg _))
    · have h := trace_orbitals 1 V (fun k => f k / N k)
      rw [Matrix.one_mul] at h
      rw [h, ← hsum]
      refine Finset.sum_congr rfl fun k _ => ?_
      rw [Matrix.one_mulVec, hrow, div_mul_cancel₀ _ (hN k).ne']
    · have e : Vᵀ * diagonal (fun k => f k / N k) * V * H
          = Vᵀ * diagonal (fun k => f k / N k * ε k) * V := by
        simp only [Matrix.mul_assoc, hH]
        rw [← Matrix.mul_assoc (diagonal _) (diagonal _), diagonal_mul_diagonal]
      have h := trace_orbitals 1 V (fun k => f k / N k * ε k)
      rw [Matrix.one_mul] at h
      rw [e, h]
      refine Finset.sum_congr rfl fun k _ => ?_
      have hk := (hN k).ne'
      rw [Matrix.one_mulVec, hrow]
      field_simp
  · -- no other density lies lower
    rintro E ⟨D, ⟨-, hb, ht⟩, rfl⟩
    have h2 : H = Vᵀ * diagonal (fun k => (N k)⁻¹ * ε k) * V := by
      calc H = Vᵀ * diagonal (fun k => (N k)⁻¹) * V * H := by rw [h1, Matrix.one_mul]
        _ = Vᵀ * (diagonal (fun k => (N k)⁻¹) * diagonal ε) * V := by
          simp only [Matrix.mul_assoc, hH]
        _ = _ := by rw [diagonal_mul_diagonal]
    have hD := trace_orbitals D V (fun k => (N k)⁻¹)
    rw [h1, Matrix.mul_one, ht, ← hsum] at hD
    have hterm : ∀ k, 0 ≤ (ε k - μ) * ((N k)⁻¹ * (V k ⬝ᵥ D *ᵥ V k) - f k) := fun k => by
      have hlo := mul_nonneg (inv_nonneg.2 (hN k).le) (hb (V k)).1
      have hhi : (N k)⁻¹ * (V k ⬝ᵥ D *ᵥ V k) ≤ 2 := by
        have h := (hb (V k)).2
        rw [hrow] at h
        rw [inv_mul_le_iff₀ (hN k)]
        linarith
      rcases lt_trichotomy (ε k) μ with h | h | h
      · rw [(hf k).2.1 h]
        nlinarith [mul_nonneg (sub_nonneg.2 h.le) (sub_nonneg.2 hhi)]
      · simp [h]
      · rw [(hf k).2.2 h, sub_zero]
        exact mul_nonneg (sub_nonneg.2 h.le) hlo
    have hs := Finset.sum_nonneg fun k (_ : k ∈ Finset.univ) => hterm k
    have e : ∑ k, (ε k - μ) * ((N k)⁻¹ * (V k ⬝ᵥ D *ᵥ V k) - f k)
        = (∑ k, (N k)⁻¹ * ε k * (V k ⬝ᵥ D *ᵥ V k) - ∑ k, f k * ε k)
          - μ * (∑ k, (N k)⁻¹ * (V k ⬝ᵥ D *ᵥ V k) - ∑ k, f k) := by
      simp only [← Finset.sum_sub_distrib, Finset.mul_sum]
      exact Finset.sum_congr rfl fun k _ => by ring
    rw [e, ← hD, sub_self, mul_zero, sub_zero] at hs
    rw [h2, trace_orbitals]
    linarith

/-- The pi energy of ethene is -2. -/
theorem piEnergy_ethene : piEnergy ethene = -2 := by
  refine (aufbau !![1, 1; 1, -1] ethene ![2, 2] ![-1, 1] ![2, 0] 0
    ?_ ?_ ?_ ?_ ?_).csInf_eq.trans ?_
  · intro k; fin_cases k <;> norm_num
  · ext i j; fin_cases i <;> fin_cases j <;> norm_num [Matrix.mul_apply, Fin.sum_univ_succ]
  · ext i j
    fin_cases i <;> fin_cases j <;> norm_num [ethene, Matrix.mul_apply, Fin.sum_univ_succ]
  · intro k; fin_cases k <;> norm_num
  · norm_num [Fin.sum_univ_succ]
  · norm_num [Fin.sum_univ_succ]

/-- The pi energy of butadiene is -2 sqrt 5. -/
theorem piEnergy_butadiene : piEnergy butadiene = -2 * √5 := by
  have hs : √5 * √5 = (5 : ℝ) := Real.mul_self_sqrt (by norm_num)
  have h5 : 1 ≤ √5 := by nlinarith [Real.sqrt_nonneg 5]
  -- the orbital coefficients are 1 and the golden ratio g
  obtain ⟨g, hgs⟩ : ∃ g : ℝ, g = (1 + √5) / 2 := ⟨_, rfl⟩
  have hg : g * g = g + 1 := by rw [hgs]; linear_combination hs / 4
  have h1 : 1 ≤ g := by linarith
  refine (aufbau !![1, g, g, 1; g, 1, -1, -g; g, -1, -1, g; 1, -g, g, -1] butadiene
    (fun _ => 2 * g + 4) ![-g, 1 - g, g - 1, g] ![2, 2, 0, 0] 0
    ?_ ?_ ?_ ?_ ?_).csInf_eq.trans ?_
  · intro k; linarith
  · ext i j
    fin_cases i <;> fin_cases j <;> simp [Matrix.mul_apply, Fin.sum_univ_succ] <;> linarith
  · ext i j
    fin_cases i <;> fin_cases j <;>
      simp [butadiene, Matrix.mul_apply, Fin.sum_univ_succ] <;> linarith
  · intro k; fin_cases k <;> norm_num <;> linarith
  · norm_num [Fin.sum_univ_succ]
  · simp [Fin.sum_univ_succ]
    linarith

/-- The pi energy of square cyclobutadiene is -4. -/
theorem piEnergy_cyclobutadiene : piEnergy cyclobutadiene = -4 := by
  refine (aufbau !![1, 1, 1, 1; 1, 0, -1, 0; 0, 1, 0, -1; 1, -1, 1, -1] cyclobutadiene
    ![4, 2, 2, 4] ![-2, 0, 0, 2] ![2, 1, 1, 0] 0 ?_ ?_ ?_ ?_ ?_).csInf_eq.trans ?_
  · intro k; fin_cases k <;> norm_num
  · ext i j; fin_cases i <;> fin_cases j <;> norm_num [Matrix.mul_apply, Fin.sum_univ_succ]
  · ext i j
    rw [Matrix.diagonal_mul]
    fin_cases i <;> fin_cases j <;>
      norm_num [cyclobutadiene, Matrix.mul_apply, Fin.sum_univ_succ]
  · intro k; fin_cases k <;> norm_num
  · norm_num [Fin.sum_univ_succ]
  · norm_num [Fin.sum_univ_succ]

/-- The pi energy of benzene is -8. -/
theorem piEnergy_benzene : piEnergy benzene = -8 := by
  refine (aufbau !![1, 1, 1, 1, 1, 1; 2, 1, -1, -2, -1, 1; 0, 1, 1, 0, -1, -1;
      2, -1, -1, 2, -1, -1; 0, 1, -1, 0, 1, -1; 1, -1, 1, -1, 1, -1] benzene
    ![6, 12, 4, 12, 4, 6] ![-2, -1, -1, 1, 1, 2] ![2, 2, 2, 0, 0, 0] 0
    ?_ ?_ ?_ ?_ ?_).csInf_eq.trans ?_
  · intro k; fin_cases k <;> norm_num
  · ext i j; fin_cases i <;> fin_cases j <;> norm_num [Matrix.mul_apply, Fin.sum_univ_succ]
  · ext i j
    rw [Matrix.diagonal_mul]
    fin_cases i <;> fin_cases j <;> norm_num [benzene, Matrix.mul_apply, Fin.sum_univ_succ]
  · intro k; fin_cases k <;> norm_num
  · norm_num [Fin.sum_univ_succ]
  · norm_num [Fin.sum_univ_succ]

/-- With butadiene as reference the cost is 14 - 6 sqrt 5 > 0 for benzene and 8 - 4 sqrt 5 < 0
for cyclobutadiene; with ethene as reference it is 2 and 0. -/
theorem aromaticity_references :
    (butadieneCost benzene 3 = 14 - 6 * √5 ∧ 0 < butadieneCost benzene 3) ∧
    etheneCost benzene 3 = 2 ∧
    (butadieneCost cyclobutadiene 2 = 8 - 4 * √5 ∧ butadieneCost cyclobutadiene 2 < 0) ∧
    etheneCost cyclobutadiene 2 = 0 := by
  have hs : √5 * √5 = (5 : ℝ) := Real.mul_self_sqrt (by norm_num)
  have hlo : 2 < √5 := by nlinarith [Real.sqrt_nonneg 5]
  have hhi : √5 < 7 / 3 := by nlinarith [Real.sqrt_nonneg 5]
  simp only [butadieneCost, etheneCost, piEnergy_ethene, piEnergy_butadiene,
    piEnergy_benzene, piEnergy_cyclobutadiene]
  push_cast
  refine ⟨⟨?_, ?_⟩, ?_, ⟨?_, ?_⟩, ?_⟩ <;> linarith

omit [DecidableEq n] in
/-- For every pi system `H` and every `m`, the ethene reference gives a cost higher by
m (2 sqrt 5 - 4) than the butadiene reference. -/
theorem reference_shift (H : Matrix n n ℝ) (m : ℕ) :
    etheneCost H m - butadieneCost H m = m * (2 * √5 - 4) := by
  rw [etheneCost, butadieneCost, piEnergy_ethene, piEnergy_butadiene]
  ring

end

end AromaticityReference
```

```lean
#print axioms AromaticityReference.aromaticity_references
#print axioms AromaticityReference.reference_shift
```

```
'AromaticityReference.aromaticity_references' depends on axioms: [propext, Classical.choice, Quot.sound]
'AromaticityReference.reference_shift' depends on axioms: [propext, Classical.choice, Quot.sound]
```

## The proof, lemma by lemma

`trace_orbitals` and `quadratic_orbitals` expand a trace and a quadratic form in the orbitals. The first gives tr D and tr(DH) as sums over orbitals; the second checks the occupation bounds of the aufbau density.

`aufbau` starts with completeness, `h1`. Orthogonality says that V Vᵀ is the diagonal matrix of squared norms, and since a one-sided inverse of a square matrix is two-sided, Vᵀ diag(1/N) V is the identity. The first half of the proof then exhibits the density with occupations `f` and computes its energy. The second half takes an arbitrary density. `hterm` proves that each product (ε_k − μ)(d_k − f_k) is nonnegative, with `lt_trichotomy` supplying the cases below, at and above μ. Summing and using the equal electron numbers gives the lower bound.

Each of the four energy theorems passes explicit orbitals, squared norms, energies and occupations to `aufbau`, with μ = 0. `fin_cases` reduces the matrix identities to their entries. For butadiene, the relation `hg`, g² = g + 1, closes those entries. `csInf_eq` turns the least element into the infimum.

`aromaticity_references` inserts the four energies and obtains the signs from 2 < √5 < 7/3. `reference_shift` unfolds the two costs, and `ring` cancels the energy of `H`.
